# Every finite complex matrix has a Schmidt decomposition with exactly rank-many terms

Let $A$ and $B$ be finite sets that label orthonormal basis states of two subsystems, for instance a molecular fragment and its environment. A pure state of the whole is
$$|\Psi\rangle=\sum_{a\in A}\sum_{b\in B} C_{ab}\,|a\rangle|b\rangle ,$$
and in general every $|a\rangle$ is correlated with many $|b\rangle$. The question is how few product terms suffice if the states used on each side must be orthonormal. The answer is the rank of the coefficient matrix $C$, and the expansion that reaches it is
$$C=\sum_k s_k\,u_k v_k^{\dagger},\qquad s_k>0,$$
with orthonormal $u_k$ on $A$ and orthonormal $v_k$ on $B$.

Two conventions matter throughout. The state need not be normalised. And since $C_{ab}=\sum_k s_k\,u_k(a)\,\overline{v_k(b)}$, the Schmidt state on the second subsystem is the complex conjugate of $v_k$:
$$|\Psi\rangle=\sum_k s_k\,|u_k\rangle|\overline{v_k}\rangle .$$
Many textbooks absorb this conjugation into the name of the vector.

## Coefficient matrices and Schmidt forms in Lean

```lean
import Mathlib

open Matrix
open scoped ComplexOrder

namespace SchmidtDecomposition

variable {A B ι : Type*} [Fintype A] [Fintype B] [Fintype ι] [DecidableEq ι]
```

`A` and `B` are the two label sets, and `ι` is a third finite set that will number the terms of an expansion. Nothing is assumed about their sizes.

```lean
/-- A Schmidt form of the coefficient matrix `C`: positive weights `s k`, orthonormal vectors
`u k` on `A` and `v k` on `B`, and `C = ∑ s k • u k (v k)ᴴ`. -/
structure IsSchmidt (C : Matrix A B ℂ) (s : ι → ℝ) (u : ι → A → ℂ) (v : ι → B → ℂ) :
    Prop where
  pos : ∀ k, 0 < s k
  orthoU : ∀ k l, star (u k) ⬝ᵥ u l = if k = l then 1 else 0
  orthoV : ∀ k l, star (v k) ⬝ᵥ v l = if k = l then 1 else 0
  expand : C = ∑ k, (s k : ℂ) • vecMulVec (u k) (star (v k))
```

`Matrix A B ℂ` is the type of complex matrices with rows labelled by `A` and columns by `B`. The family `u : ι → A → ℂ` gives one vector on $A$ for each $k$, and `v` does the same on $B$. The weights `s` are real.

The symbol `⬝ᵥ` is the plain dot product without conjugation, and `star` conjugates each entry, so `star (u k) ⬝ᵥ u l` is $\langle u_k,u_l\rangle$. The expression `vecMulVec x y` is the matrix with entries $x_a y_b$; with `star (v k)` in second place it becomes $u_k v_k^\dagger$.

`IsSchmidt C s u v` is a proposition: it says that the given data satisfy the four listed conditions. That such data exist is proved further down.

## How a Schmidt form acts on vectors

```lean
variable {C : Matrix A B ℂ} {s : ι → ℝ} {u : ι → A → ℂ} {v : ι → B → ℂ}

/-- A matrix in Schmidt form acts on a vector `x` by taking its overlaps with the `v k` and
returning the sum of the `u k`, each multiplied by its overlap and by `s k`. -/
theorem IsSchmidt.mulVec_eq (h : IsSchmidt C s u v) (x : B → ℂ) :
    C *ᵥ x = ∑ k, ((s k : ℂ) * (star (v k) ⬝ᵥ x)) • u k := by
  conv_lhs => rw [h.expand]
  ext a
  simp only [Matrix.mulVec, dotProduct, Matrix.sum_apply, Matrix.smul_apply, vecMulVec_apply,
    Finset.sum_apply, Pi.smul_apply, smul_eq_mul, Finset.sum_mul, Finset.mul_sum]
  rw [Finset.sum_comm]
  exact Finset.sum_congr rfl fun k _ => Finset.sum_congr rfl fun b _ => by ring
```

Here `*ᵥ` is the product of a matrix with a vector. By hand,
$$(Cx)_a=\sum_b\sum_k s_k u_k(a)\overline{v_k(b)}\,x_b=\sum_k s_k\langle v_k,x\rangle\,u_k(a).$$
The Lean proof inserts the expansion on the left, compares components (`ext a`), and exchanges the two sums with `Finset.sum_comm`.

```lean
/-- The coefficient matrix maps each Schmidt vector on `B` to its partner on `A`, multiplied by
the Schmidt weight. -/
theorem IsSchmidt.mulVec_right (h : IsSchmidt C s u v) (k : ι) :
    C *ᵥ v k = (s k : ℂ) • u k := by
  rw [h.mulVec_eq]
  simp [h.orthoV]
```

Setting $x=v_k$ leaves only one overlap, so $Cv_k=s_ku_k$.

```lean
/-- The adjoint matrix has the Schmidt form with the same weights and the two sides exchanged. -/
theorem IsSchmidt.adjoint (h : IsSchmidt C s u v) : IsSchmidt Cᴴ s v u where
  pos := h.pos
  orthoU := h.orthoV
  orthoV := h.orthoU
  expand := by
    have hs : ∀ k, star (s k : ℂ) = s k := fun k => Complex.conj_ofReal _
    conv_lhs => rw [h.expand]
    ext b a
    simp only [conjTranspose_apply, Matrix.sum_apply, Matrix.smul_apply, vecMulVec_apply,
      smul_eq_mul, star_sum, star_mul', Pi.star_apply, star_star, hs]
    exact Finset.sum_congr rfl fun k _ => by ring
```

Conjugating and transposing the expansion gives $C^\dagger=\sum_k s_k\,v_ku_k^\dagger$, because the weights are real. This is again a Schmidt form, with the two sides exchanged. The previous result then applies to it as well and yields $C^\dagger u_k=s_kv_k$.

## The number of terms is the rank

```lean
/-- Every Schmidt form of `C` has exactly `rank C` terms. -/
theorem IsSchmidt.card_eq_rank (h : IsSchmidt C s u v) : Fintype.card ι = C.rank := by
  -- orthonormal vectors are linearly independent
  have hli : LinearIndependent ℂ u := by
    rw [Fintype.linearIndependent_iff]
    intro g hg i
    have := congrArg (fun x => star (u i) ⬝ᵥ x) hg
    simpa [dotProduct_sum, dotProduct_smul, h.orthoU] using this
  -- they span the range of `C`
  have hspan : LinearMap.range C.mulVecLin = Submodule.span ℂ (Set.range u) := by
    apply le_antisymm
    · rintro _ ⟨x, rfl⟩
      rw [Matrix.mulVecLin_apply, h.mulVec_eq x]
      exact Submodule.sum_mem _ fun k _ =>
        Submodule.smul_mem _ _ (Submodule.subset_span ⟨k, rfl⟩)
    · rw [Submodule.span_le]
      rintro _ ⟨k, rfl⟩
      have hk : (s k : ℂ) ≠ 0 := by exact_mod_cast (h.pos k).ne'
      refine ⟨(s k : ℂ)⁻¹ • v k, ?_⟩
      rw [Matrix.mulVecLin_apply, Matrix.mulVec_smul, h.mulVec_right, smul_smul,
        inv_mul_cancel₀ hk, one_smul]
  rw [Matrix.rank, hspan, finrank_span_eq_card hli]
```

`Fintype.card ι` is the number of terms. The argument has two parts.

First, the $u_k$ are linearly independent: if $\sum_k g_ku_k=0$, the overlap with $u_i$ gives $g_i=0$. This is `hli`.

Second, they span the range of $C$, which is `hspan`. Every $Cx$ is a combination of the $u_k$ by the formula for $Cx$ above. Conversely, every $u_k$ lies in the range, since
$$u_k=C\left(s_k^{-1}v_k\right).$$
The rank is the dimension of the range, hence the number of the $u_k$.

The division by $s_k$ shows where the condition on the weights enters. Suppose zero weights were allowed, and take the $1\times1$ matrix $C=0$ with a single term $s=0$, $u=v=1$. Orthonormality and the expansion hold, yet there is one term and the rank is zero. The count therefore needs non-vanishing weights; their positive sign is a convention that fixes part of the phase freedom.

```lean
/-- The number of Schmidt terms exceeds neither the number of elements of `A` nor that of `B`. -/
theorem IsSchmidt.card_le (h : IsSchmidt C s u v) :
    Fintype.card ι ≤ min (Fintype.card A) (Fintype.card B) := by
  rw [h.card_eq_rank]
  exact le_min C.rank_le_card_height C.rank_le_card_width
```

The rank is at most the number of rows and at most the number of columns, so the number of terms is at most $\min(|A|,|B|)$.

In density matrix embedding theory this bounds the bath: for one given pure state in a finite basis, the Schmidt form of that state pairs a fragment of $|A|$ configurations with at most $|A|$ many-body environment states, however large the environment is. Practical calculations usually take the given state from a mean-field approximation and construct bath orbitals instead of listing these many-body states. For electrons, $A$ and $B$ label occupation patterns, not orbitals. The step left to the reader is to write the antisymmetric state as a matrix $C$ over such patterns, with a fixed orbital order that settles the signs.

## An orthonormal basis with orthogonal images

```lean
/-- There is an orthonormal basis `w` on `B` whose images under `C` are mutually orthogonal,
with norms `r i ≥ 0`, and `C` is the sum of the terms `(C w i) (w i)ᴴ`. -/
theorem exists_orthogonal_images [DecidableEq B] (C : Matrix A B ℂ) :
    ∃ (r : B → ℝ) (w : B → B → ℂ), (∀ i, 0 ≤ r i) ∧
      (∀ i j, star (w i) ⬝ᵥ w j = if i = j then 1 else 0) ∧
      (∀ i j, star (C *ᵥ w i) ⬝ᵥ (C *ᵥ w j) = if i = j then (r i : ℂ) ^ 2 else 0) ∧
      C = ∑ i, vecMulVec (C *ᵥ w i) (star (w i)) := by
  -- diagonalise the Hermitian matrix `Cᴴ C`
  have hH : (Cᴴ * C).IsHermitian := isHermitian_conjTranspose_mul_self C
  let w : B → B → ℂ := fun i => (hH.eigenvectorBasis i).ofLp
  have ho : ∀ i j, star (w i) ⬝ᵥ w j = if i = j then 1 else 0 := by
    intro i j
    have h := orthonormal_iff_ite.mp hH.eigenvectorBasis.orthonormal i j
    rw [EuclideanSpace.inner_eq_star_dotProduct, dotProduct_comm] at h
    exact h
  have hg : ∀ i j, star (C *ᵥ w i) ⬝ᵥ (C *ᵥ w j)
      = if i = j then (hH.eigenvalues j : ℂ) else 0 := by
    intro i j
    have he : (Cᴴ * C) *ᵥ w j = (hH.eigenvalues j : ℂ) • w j := by
      ext b
      have := congrFun (hH.mulVec_eigenvectorBasis j) b
      simpa [w] using this
    rw [star_mulVec, ← dotProduct_mulVec, mulVec_mulVec, he, dotProduct_smul, ho]
    simp
  have hn : ∀ i, 0 ≤ hH.eigenvalues i := by
    intro i
    have h := dotProduct_star_self_nonneg (C *ᵥ w i)
    rw [hg, if_pos rfl] at h
    exact_mod_cast h
  refine ⟨fun i => √(hH.eigenvalues i), w, fun i => Real.sqrt_nonneg _, ho, ?_, ?_⟩
  · intro i j
    rw [hg]
    by_cases hij : i = j
    · subst hij
      rw [if_pos rfl, if_pos rfl]
      exact_mod_cast (Real.sq_sqrt (hn i)).symm
    · rw [if_neg hij, if_neg hij]
  · -- completeness: the matrix with columns `w i` is unitary
    let W : Matrix B B ℂ := Matrix.of fun b i => w i b
    have hW : Wᴴ * W = 1 := by
      ext i j
      rw [Matrix.one_apply, ← ho i j]
      rfl
    have hC : C * W * Wᴴ = C := by
      rw [Matrix.mul_assoc, mul_eq_one_comm.mp hW, Matrix.mul_one]
    ext a b
    have h := congrFun (congrFun hC a) b
    rw [← h, Matrix.sum_apply, Matrix.mul_apply]
    rfl
```

This lemma prepares the existence proof. Since $C^\dagger C$ is Hermitian, it has an orthonormal eigenbasis $w_i$ with real eigenvalues $\lambda_i$. There are $|B|$ such vectors, so Lean labels them by the elements of `B`. Their images satisfy
$$\langle Cw_i,Cw_j\rangle=\langle w_i,C^\dagger C\,w_j\rangle=\lambda_j\,\delta_{ij},$$
which is `hg`. For $i=j$ the left side is a squared norm, so $\lambda_i\ge0$ (`hn`), and $r_i=\sqrt{\lambda_i}$ is the norm of $Cw_i$.

For the expansion, let $W$ be the square matrix whose columns are the $w_i$. Orthonormality says $W^\dagger W=1$. For a square matrix this implies $WW^\dagger=1$, which is the completeness relation; `mul_eq_one_comm` supplies this step. Hence
$$C=CWW^\dagger=\sum_i (Cw_i)\,w_i^\dagger .$$

## Existence of the decomposition

```lean
/-- **Schmidt decomposition.** Every complex coefficient matrix `C` on `A × B` has a Schmidt
form with exactly `rank C` terms. -/
theorem schmidt_decomposition (C : Matrix A B ℂ) :
    ∃ (s : Fin C.rank → ℝ) (u : Fin C.rank → A → ℂ) (v : Fin C.rank → B → ℂ),
      IsSchmidt C s u v := by
  classical
  obtain ⟨r, w, hr, ho, hg, hC⟩ := exists_orthogonal_images C
  have hz : ∀ i, r i = 0 → C *ᵥ w i = 0 := fun i hi =>
    dotProduct_star_self_eq_zero.mp (by rw [hg, if_pos rfl, hi]; simp)
  -- keep the basis vectors with non-zero image and normalise the images
  have h : IsSchmidt C (fun k : {i // r i ≠ 0} => r k)
      (fun k => (r k : ℂ)⁻¹ • (C *ᵥ w k)) (fun k => w k) := by
    have hne : ∀ k : {i // r i ≠ 0}, (r k : ℂ) ≠ 0 := fun k => by exact_mod_cast k.2
    refine ⟨fun k => lt_of_le_of_ne (hr k) (Ne.symm k.2), fun k l => ?_, fun k l => ?_, ?_⟩
    · have hst : star ((r k : ℂ)⁻¹) = (r k : ℂ)⁻¹ := by simp
      simp only [star_smul, hst, smul_dotProduct, dotProduct_smul, hg, smul_eq_mul]
      by_cases hkl : k = l
      · subst hkl
        have := hne k
        rw [if_pos rfl, if_pos rfl]
        field_simp
      · have : (k : B) ≠ l := fun e => hkl (Subtype.ext e)
        simp [this, hkl]
    · simp only [ho, Subtype.ext_iff]
    · calc C = ∑ i, vecMulVec (C *ᵥ w i) (star (w i)) := hC
        _ = ∑ i ∈ Finset.univ.filter (fun i => r i ≠ 0),
              vecMulVec (C *ᵥ w i) (star (w i)) :=
            by
              symm
              apply Finset.sum_filter_of_ne
              intro i _ hi h0
              apply hi
              ext a b
              simp [hz i h0, vecMulVec_apply]
        _ = ∑ k : {i // r i ≠ 0}, vecMulVec (C *ᵥ w k) (star (w k)) :=
            Finset.sum_subtype _ (by simp) _
        _ = _ := Finset.sum_congr rfl fun k _ => by
            ext a b
            simp only [Matrix.smul_apply, vecMulVec_apply, Pi.smul_apply, smul_eq_mul]
            rw [← mul_assoc, ← mul_assoc, mul_inv_cancel₀ (hne k), one_mul]
  -- relabel the surviving terms by `Fin C.rank`
  let e := (Fintype.equivFinOfCardEq h.card_eq_rank).symm
  exact ⟨_, _, _, fun k => h.pos (e k),
    fun k l => (h.orthoU (e k) (e l)).trans (by simp [e.injective.eq_iff]),
    fun k l => (h.orthoV (e k) (e l)).trans (by simp [e.injective.eq_iff]),
    h.expand.trans (Equiv.sum_comp e _).symm⟩
```

In words: for every complex matrix $C$ with finite label sets there are weights and vectors, numbered by `Fin C.rank`, that form a Schmidt form of $C$. `Fin n` is the set $\{0,\dots,n-1\}$, so the labels start at zero. If $C=0$, the set is empty and so is the sum.

By hand, start from the expansion in the $w_i$. If $r_i=0$, then $Cw_i$ has norm zero and vanishes (`hz`), so its term drops out. For the remaining $i$, put
$$s_i=r_i,\qquad u_i=\frac{Cw_i}{r_i},\qquad v_i=w_i .$$
The weights are positive, the $v_i$ are orthonormal, and
$$\langle u_i,u_j\rangle=\frac{\langle Cw_i,Cw_j\rangle}{r_ir_j}=\delta_{ij}.$$
Finally $s_iu_iv_i^\dagger=(Cw_i)w_i^\dagger$, so the sum is still $C$.

In Lean the remaining labels form the type `{i // r i ≠ 0}`, and `h` states that the data above are a Schmidt form over it. The `calc` block carries out the last point: it restricts the sum to the non-zero terms and then inserts the factor $r_ir_i^{-1}=1$.

How many labels remain has not been computed up to this point. It follows from the counting theorem, which holds for any Schmidt form and so for this one: the number is $\operatorname{rank}C$. The map `e` renumbers the terms accordingly.

The theorem neither orders the weights nor claims that the vectors are unique. Indeed, multiplying $u_k$ and $v_k$ by the same phase leaves $u_kv_k^\dagger$ unchanged.

## Reduced density matrices and the norm

```lean
/-- The Schmidt vectors `u k` and `v k` are eigenvectors of `C Cᴴ` and `Cᴴ C`, with the common
eigenvalue `s k ^ 2`. -/
theorem IsSchmidt.common_spectrum (h : IsSchmidt C s u v) (k : ι) :
    (C * Cᴴ) *ᵥ u k = (s k : ℂ) ^ 2 • u k ∧ (Cᴴ * C) *ᵥ v k = (s k : ℂ) ^ 2 • v k := by
  constructor
  · rw [← mulVec_mulVec, h.adjoint.mulVec_right, mulVec_smul, h.mulVec_right, smul_smul, sq]
  · rw [← mulVec_mulVec, h.mulVec_right, mulVec_smul, h.adjoint.mulVec_right, smul_smul, sq]
```

Applying $C^\dagger u_k=s_kv_k$ and $Cv_k=s_ku_k$ one after the other gives
$$CC^\dagger u_k=s_k^2u_k,\qquad C^\dagger C\,v_k=s_k^2v_k .$$
For a normalised state, $CC^\dagger$ is the reduced density matrix of the first subsystem, and the complex conjugate of $C^\dagger C$ is that of the second. The Schmidt states are thus eigenstates of the two reduced density matrices, with the same eigenvalue $s_k^2$ on both sides. Despite its name, `common_spectrum` speaks only of these vectors and not of the rest of either spectrum.

```lean
/-- The squared Schmidt weights add up to the squared norm of the state. -/
theorem IsSchmidt.sum_sq (h : IsSchmidt C s u v) :
    ∑ k, s k ^ 2 = ∑ a, ∑ b, ‖C a b‖ ^ 2 := by
  -- evaluate the trace of `Cᴴ C` in the Schmidt form
  have h1 : (Cᴴ * C).trace = ∑ k, (s k : ℂ) ^ 2 := by
    calc (Cᴴ * C).trace
        = (Cᴴ * ∑ k, (s k : ℂ) • vecMulVec (u k) (star (v k))).trace := by rw [← h.expand]
      _ = ∑ k, (s k : ℂ) ^ 2 := by
        rw [Matrix.mul_sum, Matrix.trace_sum]
        refine Finset.sum_congr rfl fun k _ => ?_
        rw [Matrix.mul_smul, Matrix.trace_smul, mul_vecMulVec, trace_vecMulVec,
          h.adjoint.mulVec_right, smul_dotProduct, dotProduct_comm, h.orthoV, if_pos rfl]
        simp [sq]
  -- and in the original product basis
  have h2 : (Cᴴ * C).trace = ∑ a, ∑ b, (‖C a b‖ : ℂ) ^ 2 := by
    rw [Finset.sum_comm]
    simp only [Matrix.trace, Matrix.diag_apply, Matrix.mul_apply, conjTranspose_apply]
    exact Finset.sum_congr rfl fun b _ => Finset.sum_congr rfl fun a _ =>
      Complex.conj_mul' (C a b)
  exact_mod_cast h1.symm.trans h2

end SchmidtDecomposition
```

The proof evaluates one trace twice. In the Schmidt form (`h1`),
$$\operatorname{Tr}C^\dagger C=\sum_k s_k\operatorname{Tr}\left(C^\dagger u_kv_k^\dagger\right)=\sum_k s_k\langle v_k,C^\dagger u_k\rangle=\sum_k s_k^2 ,$$
and in the product basis (`h2`) the same trace is $\sum_{ab}|C_{ab}|^2=\langle\Psi|\Psi\rangle$. Both identities are between complex numbers, and `exact_mod_cast` carries the result back to the reals.

For a normalised state the $s_k^2$ are therefore probabilities that sum to one. For any other non-zero $C$, the probabilities are $p_k=s_k^2/\sum_l s_l^2$. These are the numbers that enter the entanglement entropy $-\sum_k p_k\ln p_k$ of a pure state on two finite subsystems.

```lean
#print axioms SchmidtDecomposition.IsSchmidt.card_le
#print axioms SchmidtDecomposition.schmidt_decomposition
#print axioms SchmidtDecomposition.IsSchmidt.common_spectrum
#print axioms SchmidtDecomposition.IsSchmidt.sum_sq
```

```
'SchmidtDecomposition.IsSchmidt.card_le' depends on axioms: [propext, Classical.choice, Quot.sound]
'SchmidtDecomposition.schmidt_decomposition' depends on axioms: [propext, Classical.choice, Quot.sound]
'SchmidtDecomposition.IsSchmidt.common_spectrum' depends on axioms: [propext, Classical.choice, Quot.sound]
'SchmidtDecomposition.IsSchmidt.sum_sq' depends on axioms: [propext, Classical.choice, Quot.sound]
```
